# Merging the [T] and singles–triples energies for canonical orbitals

Let \(X_{ijk}^{abc}\) be antisymmetric in \(jk\) and in \(bc\). Then \(P(i/jk)P(a/bc)X\) is fully antisymmetric in \(ijk\) and in \(abc\). For every fully antisymmetric \(Z\),

\[
\tfrac1{36}\langle P(i/jk)P(a/bc)X,Z\rangle=\tfrac14\langle X,Z\rangle ,\qquad
\langle X,Z\rangle=\sum_{ijkabc}(X_{ijk}^{abc})^*Z_{ijk}^{abc}.
\]

Here \(i,j,k\) label occupied and \(a,b,c\) virtual spin orbitals. \(P(i/jk)\) is the identity minus the exchanges \(i\leftrightarrow j\) and \(i\leftrightarrow k\); \(P(a/bc)\) acts likewise on the virtuals. With canonical orbitals, the identity combines the two energy terms of the (T) correction in CCSD(T).

## Exchanging indices and relabelling sums

Put \(Y=P(a/bc)X\) and suppress the occupied indices, so that \(Y^{abc}=X^{abc}-X^{bac}-X^{cba}\). Antisymmetry of \(X\) in its last two virtual indices gives

\[
\begin{aligned}
Y^{bac}&=X^{bac}-X^{abc}-X^{cab}=X^{bac}-X^{abc}+X^{cba}=-Y^{abc},\\
Y^{acb}&=X^{acb}-X^{cab}-X^{bca}=-X^{abc}+X^{cba}+X^{bac}=-Y^{abc}.
\end{aligned}
\]

\(Y\) keeps the antisymmetry in \(jk\), so the same calculation for \(P(i/jk)Y\) completes the first claim.

For the second, exchange indices in \(Z\) and relabel:

\[
-\sum (X_{jik}^{abc})^*Z_{ijk}^{abc}
=\sum (X_{jik}^{abc})^*Z_{jik}^{abc}=\langle X,Z\rangle .
\]

The other exchange gives the same value. Each operator therefore contributes a factor 3, and \(9/36=1/4\). This part needs no symmetry of \(X\).

Now let \(DT=W\) elementwise, with \(W\) antisymmetric and \(D\) symmetric and nonzero. Then

\[
D_{jik}T_{jik}=W_{jik}=-W_{ijk}=-D_{ijk}T_{ijk}=-D_{jik}T_{ijk},
\]

and cancelling \(D_{jik}\) shows that \(T\) is antisymmetric; the other exchanges are identical. In CCSD(T), \(T\) holds the connected triples amplitudes, \(t_i^a\) and \(t_{ij}^{ab}\) are the CCSD singles and doubles amplitudes, and \(v_{jk}^{bc}=\langle bc||jk\rangle\), where \(\langle pq||rs\rangle\) denotes an antisymmetrised two-electron integral. Taking \(Z=T\), \(X=t_i^a v_{jk}^{bc}\) and \(V=P(i/jk)P(a/bc)X\) yields, for the sum of the [T] and singles–triples energies,

\[
\tfrac1{36}\langle W,T\rangle+\tfrac14\langle t_i^a v_{jk}^{bc},T\rangle
=\tfrac1{36}\langle W+V,T\rangle .
\]

For canonical orbitals, \(W=P(i/jk)P(a/bc)A\) with

\[
A_{ijk}^{abc}=\sum_e t_{jk}^{ae}\langle bc||ei\rangle-\sum_m t_{im}^{bc}\langle ma||jk\rangle .
\]

Each term changes sign under \(j\leftrightarrow k\) and under \(b\leftrightarrow c\), so \(W\) is antisymmetric. With \(\varepsilon_p\) the energy of orbital \(p\), the denominator \(D_{ijk}^{abc}\) is \((\varepsilon_i-\varepsilon_a)+(\varepsilon_j-\varepsilon_b)+(\varepsilon_k-\varepsilon_c)\), which is symmetric, and negative when every occupied level lies below every virtual level.

In a spin-orbital code, the summand \((W+V)^*T\) is unchanged by permutations within \(ijk\) or \(abc\) and vanishes for repeated indices. The factor \(1/36\) can then be traded for loops over \(i<j<k\) and \(a<b<c\), with \(W\), \(V\) and \(T=W/D\) built block by block. The same relabelling for doubles gives \(\tfrac14\langle P(ij)P(ab)X,Z\rangle=\langle X,Z\rangle\) for antisymmetric \(Z\), where \(P(ij)\) and \(P(ab)\) are the identity minus one exchange.

## Tensors, symmetries and permutation operators

In Lean 4 with Mathlib:

```lean
import Mathlib

open Finset

namespace PerturbativeTriples

noncomputable section
```

A triples tensor is a complex function of six indices, with `o` and `v` as the occupied and virtual index types.

```lean
/-- Complex tensors with three occupied indices `i j k` and three virtual indices `a b c`. -/
abbrev Triples (o v : Type*) := o → o → o → v → v → v → ℂ
```

Exchanges of neighbouring indices generate all permutations, so four equations express full antisymmetry or symmetry.

```lean
variable {o v : Type*}

/-- Full antisymmetry in `ijk` and in `abc`, expressed by exchanges of neighbouring indices. -/
structure IsAntisymm (X : Triples o v) : Prop where
  ij : ∀ i j k a b c, X j i k a b c = -X i j k a b c
  jk : ∀ i j k a b c, X i k j a b c = -X i j k a b c
  ab : ∀ i j k a b c, X i j k b a c = -X i j k a b c
  bc : ∀ i j k a b c, X i j k a c b = -X i j k a b c

/-- Full symmetry in `ijk` and in `abc`, expressed by exchanges of neighbouring indices. -/
structure IsSymm (D : Triples o v) : Prop where
  ij : ∀ i j k a b c, D j i k a b c = D i j k a b c
  jk : ∀ i j k a b c, D i k j a b c = D i j k a b c
  ab : ∀ i j k a b c, D i j k b a c = D i j k a b c
  bc : ∀ i j k a b c, D i j k a c b = D i j k a b c
```

The weaker condition on \(X\), and the usual antisymmetry of doubles, are separate structures.

```lean
/-- Antisymmetry of a triples tensor in the pair `jk` and in the pair `bc`. -/
structure IsPairAntisymm (X : Triples o v) : Prop where
  jk : ∀ i j k a b c, X i k j a b c = -X i j k a b c
  bc : ∀ i j k a b c, X i j k a c b = -X i j k a b c

/-- Antisymmetry of a doubles tensor in its occupied pair and in its virtual pair. -/
structure IsDoublesAntisymm (t : o → o → v → v → ℂ) : Prop where
  occ : ∀ j k b c, t k j b c = -t j k b c
  vir : ∀ j k b c, t j k c b = -t j k b c

/-- The operator `P(i/jk)`: the identity minus the exchanges of `i` with `j` and with `k`. -/
def permOcc (X : Triples o v) : Triples o v := fun i j k a b c =>
  X i j k a b c - X j i k a b c - X k j i a b c

/-- The operator `P(a/bc)`: the identity minus the exchanges of `a` with `b` and with `c`. -/
def permVir (X : Triples o v) : Triples o v := fun i j k a b c =>
  X i j k a b c - X i j k b a c - X i j k c b a
```

In the next definition, `v2 j k b c` stands for \(v_{jk}^{bc}=\langle bc||jk\rangle\). The denominator is occupied minus virtual energies.

```lean
/-- The product `t_i^a v_jk^bc` of a singles amplitude and a two-electron integral. -/
def disconnected (t1 : o → v → ℂ) (v2 : o → o → v → v → ℂ) : Triples o v :=
  fun i j k a b c => t1 i a * v2 j k b c

/-- The triples denominator: three occupied minus three virtual orbital energies. -/
def denom (eo : o → ℝ) (ev : v → ℝ) : Triples o v := fun i j k a b c =>
  ((eo i + eo j + eo k - ev a - ev b - ev c : ℝ) : ℂ)
```

## Antisymmetry of the permuted source and of the amplitudes

In the proof below, `hG`, `hA` and `hB` are the three exchange rules for \(Y\). The four final goals apply `permOcc`; `linear_combination` adds the required symmetry equations.

```lean
/-- If `X` is antisymmetric in `jk` and in `bc`, then `P(i/jk) P(a/bc) X` is fully
antisymmetric in `ijk` and in `abc`. -/
theorem perm_antisymm {X : Triples o v} (hX : IsPairAntisymm X) :
    IsAntisymm (permOcc (permVir X)) := by
  have hG : ∀ i j k a b c, permVir X i k j a b c = -permVir X i j k a b c := by
    intro i j k a b c
    simp only [permVir]
    linear_combination hX.jk i j k a b c - hX.jk i j k b a c - hX.jk i j k c b a
  have hA : ∀ i j k a b c, permVir X i j k b a c = -permVir X i j k a b c := by
    intro i j k a b c
    simp only [permVir]
    linear_combination -hX.bc i j k c b a
  have hB : ∀ i j k a b c, permVir X i j k a c b = -permVir X i j k a b c := by
    intro i j k a b c
    simp only [permVir]
    linear_combination hX.bc i j k a b c - hX.bc i j k c b a - hX.bc i j k b a c
  constructor <;> intro i j k a b c <;> simp only [permOcc]
  · linear_combination -hG k j i a b c
  · linear_combination hG i j k a b c - hG k j i a b c - hG j i k a b c
  · linear_combination hA i j k a b c - hA j i k a b c - hA k j i a b c
  · linear_combination hB i j k a b c - hB j i k a b c - hB k j i a b c
```

The amplitude equation is stated as a product, \(DT=W\). The proof multiplies each desired equation by \(D\) and cancels it with `mul_left_cancel₀`.

```lean
/-- Amplitudes `T` solving `D T = W` are fully antisymmetric when `W` is fully antisymmetric
and `D` is symmetric and nowhere zero. -/
theorem amplitude_antisymm {D T W : Triples o v} (hW : IsAntisymm W) (hD : IsSymm D)
    (h0 : ∀ i j k a b c, D i j k a b c ≠ 0)
    (hT : ∀ i j k a b c, D i j k a b c * T i j k a b c = W i j k a b c) :
    IsAntisymm T := by
  constructor <;> intro i j k a b c
  · apply mul_left_cancel₀ (h0 j i k a b c)
    linear_combination hT j i k a b c + hW.ij i j k a b c + hT i j k a b c
      + T i j k a b c * hD.ij i j k a b c
  · apply mul_left_cancel₀ (h0 i k j a b c)
    linear_combination hT i k j a b c + hW.jk i j k a b c + hT i j k a b c
      + T i j k a b c * hD.jk i j k a b c
  · apply mul_left_cancel₀ (h0 i j k b a c)
    linear_combination hT i j k b a c + hW.ab i j k a b c + hT i j k a b c
      + T i j k a b c * hD.ab i j k a b c
  · apply mul_left_cancel₀ (h0 i j k a c b)
    linear_combination hT i j k a c b + hW.bc i j k a b c + hT i j k a b c
      + T i j k a b c * hD.bc i j k a b c
```

## Energies as unrestricted sums

Exchanging the first and third labels takes three interchanges of adjacent sums.

```lean
/-- A triple sum is unchanged when the first and third summation labels are exchanged. -/
theorem sum_reverse {n : Type*} [Fintype n] (f : n → n → n → ℂ) :
    ∑ i, ∑ j, ∑ k, f k j i = ∑ i, ∑ j, ∑ k, f i j k := by
  calc ∑ i, ∑ j, ∑ k, f k j i = ∑ i, ∑ k, ∑ j, f k j i :=
        sum_congr rfl fun i _ => sum_comm
    _ = ∑ k, ∑ i, ∑ j, f k j i := sum_comm
    _ = ∑ k, ∑ j, ∑ i, f k j i := sum_congr rfl fun k _ => sum_comm
```

The index types are now finite. `star` conjugates the first argument, which accommodates complex orbitals.

```lean
variable [Fintype o] [Fintype v]

/-- The unrestricted sum of `X* Z` over all six orbital indices. -/
def overlap (X Z : Triples o v) : ℂ :=
  ∑ i, ∑ j, ∑ k, ∑ a, ∑ b, ∑ c, star (X i j k a b c) * Z i j k a b c

/-- The [T] energy expression `(1/36) ∑ W* T`. -/
def energyT (W T : Triples o v) : ℂ := 1 / 36 * overlap W T

/-- The singles-triples energy expression `(1/4) ∑ (t_i^a v_jk^bc)* T`. -/
def energyST (t1 : o → v → ℂ) (v2 : o → o → v → v → ℂ) (T : Triples o v) : ℂ :=
  1 / 4 * overlap (disconnected t1 v2) T

/-- The connected triples source before permutation,
`∑_e t_jk^ae ⟨bc||ei⟩ - ∑_m t_im^bc ⟨ma||jk⟩`. -/
def connected (t2 : o → o → v → v → ℂ) (gv : v → v → v → o → ℂ)
    (go : o → v → o → o → ℂ) : Triples o v := fun i j k a b c =>
  ∑ e, t2 j k a e * gv b c e i - ∑ m, t2 i m b c * go m a j k
```

## The two factors of three

In both proofs, `hp` moves the exchanges from \(X\) to \(Z\), while `s1` and `s2` relabel the sums.

```lean
/-- Against a fully antisymmetric `Z`, the operator `P(i/jk)` acts as the factor 3. -/
theorem overlap_permOcc (X : Triples o v) {Z : Triples o v} (hZ : IsAntisymm Z) :
    overlap (permOcc X) Z = 3 * overlap X Z := by
  -- move each exchange from `X` onto `Z`
  have hp : ∀ i j k a b c, star (permOcc X i j k a b c) * Z i j k a b c =
      star (X i j k a b c) * Z i j k a b c + star (X j i k a b c) * Z j i k a b c
        + star (X k j i a b c) * Z k j i a b c := by
    intro i j k a b c
    have r : Z k j i a b c = -Z i j k a b c := by
      linear_combination hZ.ij j k i a b c - hZ.jk j i k a b c + hZ.ij i j k a b c
    simp only [permOcc, star_sub]
    linear_combination -star (X j i k a b c) * hZ.ij i j k a b c - star (X k j i a b c) * r
  -- relabel the summation indices
  have s1 : ∑ i, ∑ j, ∑ k, ∑ a, ∑ b, ∑ c, star (X j i k a b c) * Z j i k a b c
      = overlap X Z := by
    unfold overlap
    exact sum_comm
  have s2 : ∑ i, ∑ j, ∑ k, ∑ a, ∑ b, ∑ c, star (X k j i a b c) * Z k j i a b c
      = overlap X Z :=
    sum_reverse fun i j k => ∑ a, ∑ b, ∑ c, star (X i j k a b c) * Z i j k a b c
  unfold overlap at s1 s2 ⊢
  simp only [hp, sum_add_distrib]
  linear_combination s1 + s2

/-- Against a fully antisymmetric `Z`, the operator `P(a/bc)` acts as the factor 3. -/
theorem overlap_permVir (X : Triples o v) {Z : Triples o v} (hZ : IsAntisymm Z) :
    overlap (permVir X) Z = 3 * overlap X Z := by
  have hp : ∀ i j k a b c, star (permVir X i j k a b c) * Z i j k a b c =
      star (X i j k a b c) * Z i j k a b c + star (X i j k b a c) * Z i j k b a c
        + star (X i j k c b a) * Z i j k c b a := by
    intro i j k a b c
    have r : Z i j k c b a = -Z i j k a b c := by
      linear_combination hZ.ab i j k b c a - hZ.bc i j k b a c + hZ.ab i j k a b c
    simp only [permVir, star_sub]
    linear_combination -star (X i j k b a c) * hZ.ab i j k a b c - star (X i j k c b a) * r
  have s1 : ∑ i, ∑ j, ∑ k, ∑ a, ∑ b, ∑ c, star (X i j k b a c) * Z i j k b a c
      = overlap X Z := by
    unfold overlap
    exact sum_congr rfl fun i _ => sum_congr rfl fun j _ => sum_congr rfl fun k _ => sum_comm
  have s2 : ∑ i, ∑ j, ∑ k, ∑ a, ∑ b, ∑ c, star (X i j k c b a) * Z i j k c b a
      = overlap X Z := by
    unfold overlap
    exact sum_congr rfl fun i _ => sum_congr rfl fun j _ => sum_congr rfl fun k _ =>
      sum_reverse fun a b c => star (X i j k a b c) * Z i j k a b c
  unfold overlap at s1 s2 ⊢
  simp only [hp, sum_add_distrib]
  linear_combination s1 + s2
```

The merger follows by additivity of the pairing and the two factors of 3. It places no symmetry condition on `v2`.

```lean
/-- For symmetric, nowhere zero `D`, antisymmetric `W` and `D T = W`, the [T] and singles-triples
energies add up to `(1/36) ∑ (W + V)* T` with `V = P(i/jk) P(a/bc) t_i^a v_jk^bc`. -/
theorem energy_merge {D T W : Triples o v} (t1 : o → v → ℂ) (v2 : o → o → v → v → ℂ)
    (hW : IsAntisymm W) (hD : IsSymm D) (h0 : ∀ i j k a b c, D i j k a b c ≠ 0)
    (hT : ∀ i j k a b c, D i j k a b c * T i j k a b c = W i j k a b c) :
    energyT W T + energyST t1 v2 T =
      1 / 36 * overlap (W + permOcc (permVir (disconnected t1 v2))) T := by
  have hA := amplitude_antisymm hW hD h0 hT
  have hadd : ∀ V : Triples o v, overlap (W + V) T = overlap W T + overlap V T := by
    intro V
    simp only [overlap, Pi.add_apply, star_add, add_mul, sum_add_distrib]
  -- the two permutation operators give 9, and 9/36 = 1/4
  rw [hadd, overlap_permOcc _ hA, overlap_permVir _ hA]
  unfold energyT energyST
  ring
```

## Canonical orbitals

The symmetry of \(A\) is checked term by term inside its sums.

```lean
/-- The connected triples source is antisymmetric in `jk` and in `bc` when the doubles
amplitudes and the integrals have their usual antisymmetry. -/
theorem connected_pairAntisymm {t2 : o → o → v → v → ℂ} {gv : v → v → v → o → ℂ}
    {go : o → v → o → o → ℂ} (ht : IsDoublesAntisymm t2)
    (hgv : ∀ b c e i, gv c b e i = -gv b c e i)
    (hgo : ∀ m a j k, go m a k j = -go m a j k) :
    IsPairAntisymm (connected t2 gv go) := by
  constructor <;> intro i j k a b c <;> simp only [connected]
  · have h1 : ∑ e, t2 k j a e * gv b c e i = -∑ e, t2 j k a e * gv b c e i := by
      rw [← sum_neg_distrib]
      exact sum_congr rfl fun e _ => by linear_combination gv b c e i * ht.occ j k a e
    have h2 : ∑ m, t2 i m b c * go m a k j = -∑ m, t2 i m b c * go m a j k := by
      rw [← sum_neg_distrib]
      exact sum_congr rfl fun m _ => by linear_combination t2 i m b c * hgo m a j k
    linear_combination h1 - h2
  · have h1 : ∑ e, t2 j k a e * gv c b e i = -∑ e, t2 j k a e * gv b c e i := by
      rw [← sum_neg_distrib]
      exact sum_congr rfl fun e _ => by linear_combination t2 j k a e * hgv b c e i
    have h2 : ∑ m, t2 i m c b * go m a j k = -∑ m, t2 i m b c * go m a j k := by
      rw [← sum_neg_distrib]
      exact sum_congr rfl fun m _ => by linear_combination go m a j k * ht.vir i m b c
    linear_combination h1 - h2
```

The next theorem derives the conditions on \(W\) and \(D\) from the antisymmetry of doubles and integrals and from `gap`. This hypothesis stands for a strict separation of occupied and virtual levels. It excludes a degeneracy between them, and also open-shell references in which an occupied spin orbital lies above an empty one of the other spin; `energy_merge` still covers these if no denominator vanishes. The amplitudes and integrals are otherwise arbitrary arrays: they need not solve the CCSD equations or come from one Hamiltonian. Non-canonical Fock terms are absent.

```lean
/-- For canonical orbitals with every occupied level below every virtual level, `W + V` is
fully antisymmetric and the [T] and singles-triples energies merge into `(1/36) ∑ (W + V)* T`. -/
theorem canonical_energy_merge {t2 v2 : o → o → v → v → ℂ} {gv : v → v → v → o → ℂ}
    {go : o → v → o → o → ℂ} {eo : o → ℝ} {ev : v → ℝ} {T W V : Triples o v}
    (t1 : o → v → ℂ) (ht : IsDoublesAntisymm t2) (hv : IsDoublesAntisymm v2)
    (hgv : ∀ b c e i, gv c b e i = -gv b c e i)
    (hgo : ∀ m a j k, go m a k j = -go m a j k) (gap : ∀ i a, eo i < ev a)
    (hW : W = permOcc (permVir (connected t2 gv go)))
    (hV : V = permOcc (permVir (disconnected t1 v2)))
    (hT : ∀ i j k a b c, denom eo ev i j k a b c * T i j k a b c = W i j k a b c) :
    IsAntisymm (W + V) ∧
      energyT W T + energyST t1 v2 T = 1 / 36 * overlap (W + V) T := by
  have aW : IsAntisymm W := hW ▸ perm_antisymm (connected_pairAntisymm ht hgv hgo)
  have pX : IsPairAntisymm (disconnected t1 v2) := by
    constructor <;> intro i j k a b c <;> simp only [disconnected]
    · linear_combination t1 i a * hv.occ j k b c
    · linear_combination t1 i a * hv.vir j k b c
  have aV : IsAntisymm V := hV ▸ perm_antisymm pX
  have hD : IsSymm (denom eo ev) := by
    constructor <;> intro i j k a b c <;> simp only [denom] <;> push_cast <;> ring
  -- the gap keeps the denominator away from zero
  have h0 : ∀ i j k a b c, denom eo ev i j k a b c ≠ 0 := by
    intro i j k a b c h
    simp only [denom, Complex.ofReal_eq_zero] at h
    linarith [gap i a, gap j b, gap k c]
  refine ⟨?_, ?_⟩
  · constructor <;> intro i j k a b c <;> simp only [Pi.add_apply]
    · linear_combination aW.ij i j k a b c + aV.ij i j k a b c
    · linear_combination aW.jk i j k a b c + aV.jk i j k a b c
    · linear_combination aW.ab i j k a b c + aV.ab i j k a b c
    · linear_combination aW.bc i j k a b c + aV.bc i j k a b c
  · rw [hV]
    exact energy_merge t1 v2 aW hD h0 hT
```

A three-by-three example shows that the antisymmetry relations permit nonzero \(W\) and \(V\). Its arrays are algebraic test data, not molecular integrals.

```lean
/-- The antisymmetrised product of two Kronecker deltas on three orbitals. -/
def pairDelta (p q r s : Fin 3) : ℂ :=
  (if p = r then 1 else 0) * (if q = s then 1 else 0)
    - (if p = s then 1 else 0) * (if q = r then 1 else 0)

/-- `pairDelta` is antisymmetric in each index pair. Take it as the doubles amplitudes, as
`⟨bc||ei⟩` and as `v_jk^bc`, set `⟨ma||jk⟩ = pairDelta a m j k` (note the order `a m`), and use a
Kronecker delta as singles. Then the elements `ijk = abc = 012` of `W` and `V` are 12 and 3. -/
theorem canonical_energy_merge_witness :
    IsDoublesAntisymm pairDelta ∧
    permOcc (permVir (connected pairDelta pairDelta fun m a j k => pairDelta a m j k))
      0 1 2 0 1 2 = 12 ∧
    permOcc (permVir (disconnected (fun i a : Fin 3 => if i = a then 1 else 0) pairDelta))
      0 1 2 0 1 2 = 3 := by
  refine ⟨?_, ?_, ?_⟩
  · constructor <;> intro j k b c <;> simp only [pairDelta] <;> ring
  · -- expand the sums first, so that only concrete indices remain
    simp only [permOcc, permVir, connected, Fin.sum_univ_three]
    norm_num [pairDelta, Fin.ext_iff]
  · norm_num [permOcc, permVir, disconnected, pairDelta, Fin.ext_iff]

end

end PerturbativeTriples
```

```lean
#print axioms PerturbativeTriples.canonical_energy_merge
```

```
'PerturbativeTriples.canonical_energy_merge' depends on axioms: [propext, Classical.choice, Quot.sound]
```
